# A positive mode bounds the bending of a pinned chain from below

The theorem `bending_surplus` concerns a finite chain with real displacements `u` at the sites `0, ..., N + 1`, held at zero at both ends but otherwise of any shape and size. It assumes a second profile `s`, positive at the inner sites and nonnegative at the ends, whose discrete curvature at each inner site is `-lam` times its value there, with `lam ≥ 0`. It states that the sum of the squared curvatures of `u` is at least `lam` times the sum of its squared slopes, plus the sum over the inner sites of the squares of curvature plus `lam` times displacement. The proof first compares `u` with `s` site by site, to show that `lam` times the sum of the squared displacements is at most the sum of the squared slopes. It then expands the squares in the last sum and sums by parts.

The failing Lean file:

```lean
import Mathlib

namespace BendingSurplus

noncomputable section

/-- Discrete curvature of the displacement `u` at site `i + 1`. -/
def curvature (u : ℕ → ℝ) (i : ℕ) : ℝ := u (i + 2) - 2 * u (i + 1) + u i

/-- Sum of the squared curvatures over the interior sites `1, ..., N`. -/
def bendingSum (N : ℕ) (u : ℕ → ℝ) : ℝ := ∑ i ∈ Finset.range N, curvature u i ^ 2

/-- Sum of the squared slopes over the `N + 1` links between the sites `0, ..., N + 1`. -/
def slopeSum (N : ℕ) (u : ℕ → ℝ) : ℝ := ∑ i ∈ Finset.range (N + 1), (u (i + 1) - u i) ^ 2

/-- Summation by parts: displacement times curvature sums to minus the squared slopes,
up to terms at the two ends. -/
theorem sum_by_parts (u : ℕ → ℝ) (n : ℕ) :
    ∑ i ∈ Finset.range n, u (i + 1) * curvature u i =
      u (n + 1) * (u (n + 1) - u n) - u 0 * (u 1 - u 0) - slopeSum n u := by
  induction n with
  | zero =>
    simp only [slopeSum, Finset.sum_range_zero, zero_add, Finset.sum_range_one]
    ring
  | succ n ih =>
    have h : slopeSum (n + 1) u = slopeSum n u + (u (n + 2) - u (n + 1)) ^ 2 :=
      Finset.sum_range_succ (fun i => (u (i + 1) - u i) ^ 2) (n + 1)
    rw [Finset.sum_range_succ, ih, h, curvature]
    ring

/-- Let `s` be nonnegative at the ends, positive inside, and solve the mode equation with
factor `lam ≥ 0`. For pinned `u` the bending sum then exceeds `lam` times the slope sum by at
least the summed squared residuals of `u` in the mode equation. -/
theorem bending_surplus {N : ℕ} {lam : ℝ} {s u : ℕ → ℝ} (hlam : 0 ≤ lam)
    (hs0 : 0 ≤ s 0) (hsN : 0 ≤ s (N + 1)) (hs : ∀ i < N, 0 < s (i + 1))
    (hmode : ∀ i < N, curvature s i = -lam * s (i + 1))
    (hu0 : u 0 = 0) (huN : u (N + 1) = 0) :
    lam * slopeSum N u + ∑ i ∈ Finset.range N, (curvature u i + lam * u (i + 1)) ^ 2
      ≤ bendingSum N u := by
  -- compare `u` with the positive mode, one site after the other
  have step : ∀ k < N, u (k + 1) ^ 2 * (s (k + 2) / s (k + 1) - 1) ≤
      ∑ i ∈ Finset.range (k + 1), ((u (i + 1) - u i) ^ 2 - lam * u (i + 1) ^ 2) := by
    intro k
    induction k with
    | zero =>
      intro hk
      have h1 : 0 < s 1 := hs 0 hk
      have h2 : s 2 - 2 * s 1 + s 0 = -lam * s 1 := hmode 0 hk
      have h3 : s 2 / s 1 ≤ 2 - lam := by
        rw [div_le_iff₀ h1]
        linarith
      have h4 := mul_le_mul_of_nonneg_left h3 (sq_nonneg (u 1))
      simp only [zero_add, Finset.sum_range_one, hu0]
      nlinarith [h4]
    | succ k ih =>
      intro hk
      have ih' := ih (by omega)
      have h1 : 0 < s (k + 1) := hs k (by omega)
      have h2 : 0 < s (k + 2) := hs (k + 1) hk
      have h3 : s (k + 3) - 2 * s (k + 2) + s (k + 1) = -lam * s (k + 2) := hmode (k + 1) hk
      have h4 : s (k + 3) / s (k + 2) = 2 - lam - s (k + 1) / s (k + 2) := by
        rw [eq_sub_iff_add_eq, ← add_div, div_eq_iff h2.ne']
        linarith
      have h5 : 0 ≤ u (k + 1) ^ 2 * (s (k + 2) / s (k + 1))
          + u (k + 2) ^ 2 * (s (k + 1) / s (k + 2)) - 2 * u (k + 1) * u (k + 2) := by
        have h : u (k + 1) ^ 2 * (s (k + 2) / s (k + 1))
            + u (k + 2) ^ 2 * (s (k + 1) / s (k + 2)) - 2 * u (k + 1) * u (k + 2)
            = (u (k + 1) * s (k + 2) - u (k + 2) * s (k + 1)) ^ 2 / (s (k + 1) * s (k + 2)) := by
          field_simp
          ring
        rw [h]
        positivity
      rw [Finset.sum_range_succ]
      change u (k + 2) ^ 2 * (s (k + 3) / s (k + 2) - 1) ≤
        _ + ((u (k + 2) - u (k + 1)) ^ 2 - lam * u (k + 2) ^ 2)
      rw [h4]
      nlinarith [ih', h5]
  have hcomp : lam * ∑ i ∈ Finset.range N, u (i + 1) ^ 2 ≤ slopeSum N u := by
    rcases N with _ | m
    · rw [Finset.sum_range_zero, mul_zero]
      exact Finset.sum_nonneg fun i _ => sq_nonneg _
    · have h := step m (by omega)
      have h2 : 0 ≤ s (m + 2) / s (m + 1) := div_nonneg hsN (hs m (by omega)).le
      have h3 := mul_nonneg (sq_nonneg (u (m + 1))) h2
      rw [Finset.sum_sub_distrib, ← Finset.mul_sum] at h
      rw [slopeSum, Finset.sum_range_succ, huN]
      nlinarith [h, h3]
  -- complete the square and sum by parts
  have hp := sum_by_parts u N
  rw [hu0, huN] at hp
  have hsq : ∑ i ∈ Finset.range N, (curvature u i + lam * u (i + 1)) ^ 2 = bendingSum N u
      + 2 * lam * ∑ i ∈ Finset.range N, u (i + 1) * curvature u i
      + lam ^ 2 * ∑ i ∈ Finset.range N, u (i + 1) ^ 2 := by
    rw [bendingSum, Finset.mul_sum, Finset.mul_sum, ← Finset.sum_add_distrib,
      ← Finset.sum_add_distrib]
    exact Finset.sum_congr rfl fun i _ => by ring
  rw [hsq, hp]
  nlinarith [mul_le_mul_of_nonneg_left hcomp hlam]

end

end BendingSurplus
```

The compiler's answer:

```
Main.lean:86:43: error: Tactic `rewrite` failed: Did not find an occurrence of the pattern
  u (m + 1 + 1)
in the target expression
  lam * (∑ x ∈ Finset.range m, u (x + 1) ^ 2 + u (m + 1) ^ 2) ≤ ∑ i ∈ Finset.range (m + 1 + 1), (u (i + 1) - u i) ^ 2

case succ
lam : ℝ
s u : ℕ → ℝ
hlam : 0 ≤ lam
hs0 : 0 ≤ s 0
hu0 : u 0 = 0
m : ℕ
hsN : 0 ≤ s (m + 1 + 1)
hs : ∀ i < m + 1, 0 < s (i + 1)
hmode : ∀ i < m + 1, curvature s i = -lam * s (i + 1)
huN : u (m + 1 + 1) = 0
step :
  ∀ k < m + 1,
    u (k + 1) ^ 2 * (s (k + 2) / s (k + 1) - 1) ≤
      ∑ i ∈ Finset.range (k + 1), ((u (i + 1) - u i) ^ 2 - lam * u (i + 1) ^ 2)
h :
  u (m + 1) ^ 2 * (s (m + 2) / s (m + 1) - 1) ≤
    ∑ x ∈ Finset.range (m + 1), (u (x + 1) - u x) ^ 2 - lam * ∑ i ∈ Finset.range (m + 1), u (i + 1) ^ 2
h2 : 0 ≤ s (m + 2) / s (m + 1)
h3 : 0 ≤ u (m + 1) ^ 2 * (s (m + 2) / s (m + 1))
⊢ lam * (∑ x ∈ Finset.range m, u (x + 1) ^ 2 + u (m + 1) ^ 2) ≤ ∑ i ∈ Finset.range (m + 1 + 1), (u (i + 1) - u i) ^ 2
```

Diagnosis. The error arises in the proof of `hcomp`, in the case of at least one inner site. There `Finset.sum_range_succ` was meant to split the last link off the slope sum, so that `huN` could set the end displacement `u (m + 1 + 1)` to zero. But the goal holds two sums that the lemma fits, and `rw` took the one on the left, that of the squared displacements. Once the lemma's variables were fixed by that sum, the slope sum no longer matched and stayed whole. So `u (m + 1 + 1)` never appeared in the goal, and `rw` with `huN` found nothing to replace.

The repair splits the slope sum in an equation of its own, `h4`. There the rewrite does reach the slope sum, `huN` applies, and `ring` turns the square of `0 - u (m + 1)` into `u (m + 1) ^ 2`. Rewriting the goal with `h4` leaves the displacement sum whole, so both sums in the goal are those in `h`, and `nlinarith` closes it with `h` and `h3`.

As a diff, the version that Lean accepts:

```diff
@@ -84,5 +84,9 @@
       have h3 := mul_nonneg (sq_nonneg (u (m + 1))) h2
       rw [Finset.sum_sub_distrib, ← Finset.mul_sum] at h
-      rw [slopeSum, Finset.sum_range_succ, huN]
+      have h4 : slopeSum (m + 1) u =
+          ∑ i ∈ Finset.range (m + 1), (u (i + 1) - u i) ^ 2 + u (m + 1) ^ 2 := by
+        rw [slopeSum, Finset.sum_range_succ, huN]
+        ring
+      rw [h4]
       nlinarith [h, h3]
   -- complete the square and sum by parts
```
